# In a linear dielectric, frozen ionic polarisation costs an energy quadratic in the change of the displacement field

I treat the ionic polarisation $y$ of a dielectric as a variable of its own, free to differ from the value that the displacement field $D$ would give it. The electrons always follow at once, while the ions may lag behind. With static permittivity $e_0$ and electronic permittivity $e_1$, where $e_0>e_1>0$, I write the energy as

$$G(D,y)=\frac{|D-y|^2}{2e_1}+\frac{|y|^2}{2(e_0-e_1)}.$$

I believe that the ions relaxed at a field $D'$ have $y'=(1-e_1/e_0)D'$, and that keeping this $y'$ while the field changes to $D$ costs $\tfrac12(1/e_1-1/e_0)|D-D'|^2$ on top of the statically screened energy. If $D'\neq 0$, there would then be a cost even at $D=0$, where a formula that only screens the final field gives zero. This matters to me for vertical charge transitions of defects, in which the atoms keep the geometry of the initial charge state. Can the claim be made rigorous and machine-checked, and when is it correct to screen the final charge with $e_1$ alone?

## One completed square gives the relaxed and the frozen energy

The claim holds as you state it, for vector fields as well as for numbers. If the defect's field keeps its shape and only the charge changes, screening the final charge with $e_1$ alone is exact only when the initial charge is zero or twice the final one.

The energy describes the dielectric you have in mind. The electric field is $E=\partial G/\partial D=(D-y)/e_1$, so $D=e_1E+y$: the electrons respond through $e_1$ and the ions contribute $y$. The second term of $G$ is the harmonic energy of displacing the ions. Here $e_0$ is the static permittivity of the material, not that of the vacuum.

Expand the first square and collect the terms in $|y|^2$. Since $1/e_1+1/(e_0-e_1)=e_0/(e_1(e_0-e_1))$,

$$G(D,y)=\frac{|D|^2}{2e_1}-\frac{\langle D,y\rangle}{e_1}+\frac{K}{2}|y|^2,\qquad K=\frac{e_0}{e_1(e_0-e_1)}.$$

The quadratic in $y$ is centred at

$$y_D=\frac{1}{e_1K}D=\frac{e_0-e_1}{e_0}D=\Bigl(1-\frac{e_1}{e_0}\Bigr)D.$$

Completing the square subtracts

$$\frac K2|y_D|^2=\frac{e_0-e_1}{2e_0e_1}|D|^2=\frac12\Bigl(\frac1{e_1}-\frac1{e_0}\Bigr)|D|^2,$$

which turns the prefactor $1/(2e_1)$ of $|D|^2$ into $1/(2e_0)$:

$$G(D,y)=\frac{|D|^2}{2e_0}+\frac K2|y-y_D|^2.$$

Because $K>0$, the value $y=y_D$ is the unique minimiser at fixed $D$, and the minimum is the statically screened energy $|D|^2/(2e_0)$.

Now relax the ions at $D'$, which gives $y'=y_{D'}$, and evaluate the energy at $D$. The mismatch is $y'-y_D=(1-e_1/e_0)(D'-D)$, and

$$K\Bigl(1-\frac{e_1}{e_0}\Bigr)^2=\frac{e_0}{e_1(e_0-e_1)}\cdot\frac{(e_0-e_1)^2}{e_0^2}=\frac{e_0-e_1}{e_0e_1}=\frac1{e_1}-\frac1{e_0}.$$

Therefore

$$G(D,y')=\frac{|D|^2}{2e_0}+\frac12\Bigl(\frac1{e_1}-\frac1{e_0}\Bigr)|D-D'|^2.$$

At $D=0$ the first term vanishes and the second is $\tfrac12(1/e_1-1/e_0)|D'|^2$, which is positive for $D'\neq0$. The frozen ions then produce a field $E=-y'/e_1$ of their own, and they are also still displaced from their rest positions. Both contributions are in the cost.

For a defect, let the displacement field be the charge times a fixed profile $d$. The ions are relaxed at the initial charge $q_i$, and the charge then jumps to $q_f$. With $D'=q_id$ and $D=q_fd$,

$$G(q_fd,y')=\frac{|d|^2}{2}\left[\frac{q_f^2}{e_0}+\Bigl(\frac1{e_1}-\frac1{e_0}\Bigr)(q_f-q_i)^2\right].$$

Subtracting the purely electronic estimate $q_f^2|d|^2/(2e_1)$ leaves

$$\frac{|d|^2}{2}\Bigl(\frac1{e_1}-\frac1{e_0}\Bigr)q_i(q_i-2q_f).$$

For $d\neq0$ this is zero exactly when $q_i=0$ or $q_i=2q_f$. In the first case there is no ionic polarisation to freeze. In the second, the frozen polarisation is twice the relaxed one, so it overshoots by as much as zero polarisation would undershoot, and the quadratic cost is the same. For a transition from charge $1$ to charge $0$, the electronic estimate gives zero and misses the whole cost.

## Fields as vectors, permittivities as real numbers

Here is the complete Lean file.

```lean
import Mathlib

namespace FrozenIonicPolarisation

noncomputable section

variable {V : Type*} [NormedAddCommGroup V] [InnerProductSpace ℝ V]

/-- Energy of a dielectric with displacement field `D` and ionic polarisation `y`, for static
permittivity `e0` and electronic permittivity `e1`, on the domain `e0 > e1 > 0`. -/
def energy (e0 e1 : ℝ) (D y : V) : ℝ :=
  ‖D - y‖ ^ 2 / (2 * e1) + ‖y‖ ^ 2 / (2 * (e0 - e1))

/-- The ionic polarisation `(1 - e1/e0) D` assigned to the displacement field `D`,
for `e0 ≠ 0`. -/
def relaxedPolarisation (e0 e1 : ℝ) (D : V) : V :=
  (1 - e1 / e0) • D

/-- Scaling a field by a real factor scales its squared norm by the square of the factor. -/
theorem norm_sq_smul (c : ℝ) (D : V) : ‖c • D‖ ^ 2 = c ^ 2 * ‖D‖ ^ 2 := by
  rw [norm_smul, mul_pow, Real.norm_eq_abs, sq_abs]

/-- The energy is the statically screened field energy plus a quadratic cost for the deviation
of the ionic polarisation from `(1 - e1/e0) D`. -/
theorem energy_eq_complete_square {e0 e1 : ℝ} (h1 : 0 < e1) (h : e1 < e0) (D y : V) :
    energy e0 e1 D y = ‖D‖ ^ 2 / (2 * e0)
      + e0 / (2 * e1 * (e0 - e1)) * ‖y - relaxedPolarisation e0 e1 D‖ ^ 2 := by
  have n1 : e1 ≠ 0 := h1.ne'
  have n0 : e0 ≠ 0 := (h1.trans h).ne'
  have nd : e0 - e1 ≠ 0 := (sub_pos.mpr h).ne'
  unfold energy relaxedPolarisation
  -- expand both squares in terms of |D|², |y|² and the inner product of D and y
  rw [norm_sub_sq_real D y, norm_sub_sq_real y, norm_sq_smul, inner_smul_right,
    real_inner_comm D y]
  field

/-- With the ionic polarisation `(1 - e1/e0) D`, the energy is that of the field `D` screened by
the static permittivity. -/
theorem energy_relaxed {e0 e1 : ℝ} (h1 : 0 < e1) (h : e1 < e0) (D : V) :
    energy e0 e1 D (relaxedPolarisation e0 e1 D) = ‖D‖ ^ 2 / (2 * e0) := by
  rw [energy_eq_complete_square h1 h, sub_self, norm_zero]
  ring

/-- At fixed displacement field, every ionic polarisation other than `(1 - e1/e0) D` has strictly
higher energy. -/
theorem energy_relaxed_lt {e0 e1 : ℝ} (h1 : 0 < e1) (h : e1 < e0) (D y : V)
    (hy : y ≠ relaxedPolarisation e0 e1 D) :
    energy e0 e1 D (relaxedPolarisation e0 e1 D) < energy e0 e1 D y := by
  rw [energy_relaxed h1 h, energy_eq_complete_square h1 h D y]
  have h0 : 0 < e0 := h1.trans h
  have hd : 0 < e0 - e1 := sub_pos.mpr h
  have hn : 0 < ‖y - relaxedPolarisation e0 e1 D‖ := norm_pos_iff.mpr (sub_ne_zero.mpr hy)
  have hpos : 0 < e0 / (2 * e1 * (e0 - e1)) * ‖y - relaxedPolarisation e0 e1 D‖ ^ 2 := by
    positivity
  linarith

/-- The ionic polarisation `(1 - e1/e0) D'` is the unique minimiser of the energy at `D'`. Kept
frozen at any other field `D`, it gives the statically screened energy of `D` plus
`(1/e1 - 1/e0) |D - D'|² / 2`. -/
theorem frozen_polarisation_energy {e0 e1 : ℝ} (h1 : 0 < e1) (h : e1 < e0) (D' : V) :
    (∀ y : V, y ≠ relaxedPolarisation e0 e1 D' →
      energy e0 e1 D' (relaxedPolarisation e0 e1 D') < energy e0 e1 D' y) ∧
    ∀ D : V, energy e0 e1 D (relaxedPolarisation e0 e1 D') =
      ‖D‖ ^ 2 / (2 * e0) + (1 / e1 - 1 / e0) * ‖D - D'‖ ^ 2 / 2 := by
  refine ⟨fun y hy => energy_relaxed_lt h1 h D' y hy, fun D => ?_⟩
  have n1 : e1 ≠ 0 := h1.ne'
  have n0 : e0 ≠ 0 := (h1.trans h).ne'
  have nd : e0 - e1 ≠ 0 := (sub_pos.mpr h).ne'
  -- the polarisation mismatch is proportional to the change of the field
  have hdiff : ‖relaxedPolarisation e0 e1 D' - relaxedPolarisation e0 e1 D‖ ^ 2
      = (1 - e1 / e0) ^ 2 * ‖D - D'‖ ^ 2 := by
    unfold relaxedPolarisation
    rw [← smul_sub, norm_sq_smul, norm_sub_rev]
  -- the stiffness times the squared proportionality factor
  have hk : e0 / (2 * e1 * (e0 - e1)) * (1 - e1 / e0) ^ 2 = (1 / e1 - 1 / e0) / 2 := by
    field
  rw [energy_eq_complete_square h1 h, hdiff]
  linear_combination ‖D - D'‖ ^ 2 * hk

/-- At zero displacement field, the ionic polarisation frozen in from a nonzero field `D'` costs
the strictly positive energy `(1/e1 - 1/e0) |D'|² / 2`. -/
theorem frozen_cost_at_zero_field {e0 e1 : ℝ} (h1 : 0 < e1) (h : e1 < e0) (D' : V)
    (hD : D' ≠ 0) :
    energy e0 e1 0 (relaxedPolarisation e0 e1 D') = (1 / e1 - 1 / e0) * ‖D'‖ ^ 2 / 2 ∧
    0 < energy e0 e1 0 (relaxedPolarisation e0 e1 D') := by
  have heq : energy e0 e1 0 (relaxedPolarisation e0 e1 D')
      = (1 / e1 - 1 / e0) * ‖D'‖ ^ 2 / 2 := by
    rw [(frozen_polarisation_energy h1 h D').2 0, zero_sub, norm_neg, norm_zero]
    ring
  refine ⟨heq, ?_⟩
  rw [heq]
  have ha : 0 < 1 / e1 - 1 / e0 := sub_pos.mpr (one_div_lt_one_div_of_lt h1 h)
  have hn : 0 < ‖D'‖ := norm_pos_iff.mpr hD
  positivity

/-- Energy after a vertical transition from charge `qi` to charge `qf`, when the displacement
field is the charge times a fixed profile `d` and the ions stay relaxed for `qi`. -/
theorem vertical_transition_energy {e0 e1 : ℝ} (h1 : 0 < e1) (h : e1 < e0)
    (qi qf : ℝ) (d : V) :
    energy e0 e1 (qf • d) (relaxedPolarisation e0 e1 (qi • d)) =
      (qf ^ 2 / e0 + (1 / e1 - 1 / e0) * (qf - qi) ^ 2) * ‖d‖ ^ 2 / 2 := by
  rw [(frozen_polarisation_energy h1 h (qi • d)).2 (qf • d), ← sub_smul,
    norm_sq_smul, norm_sq_smul]
  ring

/-- Screening the final charge by the electronic permittivity alone gives the energy after a
vertical transition with a nonzero field profile `d` exactly when `qi = 0` or `qi = 2 qf`. -/
theorem electronic_screening_exact_iff {e0 e1 : ℝ} (h1 : 0 < e1) (h : e1 < e0)
    (qi qf : ℝ) (d : V) (hd : d ≠ 0) :
    energy e0 e1 (qf • d) (relaxedPolarisation e0 e1 (qi • d)) =
      qf ^ 2 * ‖d‖ ^ 2 / (2 * e1) ↔ qi = 0 ∨ qi = 2 * qf := by
  have ha : 0 < 1 / e1 - 1 / e0 := sub_pos.mpr (one_div_lt_one_div_of_lt h1 h)
  have hn : 0 < ‖d‖ := norm_pos_iff.mpr hd
  have hc : (1 / e1 - 1 / e0) * ‖d‖ ^ 2 / 2 ≠ 0 := by positivity
  -- the error of purely electronic screening factorises
  have key : (qf ^ 2 / e0 + (1 / e1 - 1 / e0) * (qf - qi) ^ 2) * ‖d‖ ^ 2 / 2
      - qf ^ 2 * ‖d‖ ^ 2 / (2 * e1)
      = (1 / e1 - 1 / e0) * ‖d‖ ^ 2 / 2 * (qi * (qi - 2 * qf)) := by
    ring
  rw [vertical_transition_energy h1 h, ← sub_eq_zero, key, mul_eq_zero, or_iff_right hc,
    mul_eq_zero, sub_eq_zero]

end

end FrozenIonicPolarisation
```

```lean
#print axioms FrozenIonicPolarisation.frozen_cost_at_zero_field
#print axioms FrozenIonicPolarisation.electronic_screening_exact_iff
```

```
'FrozenIonicPolarisation.frozen_cost_at_zero_field' depends on axioms: [propext, Classical.choice, Quot.sound]
'FrozenIonicPolarisation.electronic_screening_exact_iff' depends on axioms: [propext, Classical.choice, Quot.sound]
```

The type `V` is any real inner product space. It can be the real numbers, which gives your scalar formula, or three-dimensional vectors, for which `energy` is an energy density. It can also be a space of square-integrable fields, where the squared norm is an integral over space and `energy` is a total energy. The field of an ideal point charge in unbounded space is not square-integrable, so that last reading needs a charge of finite extent.

The function `energy e0 e1 D y` is $G(D,y)$, and `relaxedPolarisation e0 e1 D` is $y_D$. The second name is justified by a theorem, since the definition itself only multiplies $D$ by a number. The hypotheses `h1 : 0 < e1` and `h : e1 < e0` say that the electronic permittivity is positive and that the ions add to the screening with a finite, positive stiffness. A material without any ionic response, $e_0=e_1$, is excluded.

The main theorem, `frozen_polarisation_energy`, has two parts for each `D'`. The first says that every `y` other than the relaxed polarisation has strictly higher energy at `D'`, which is the unique minimum. The second gives the frozen energy for every `D`. The theorem `frozen_cost_at_zero_field` sets the field to zero and assumes `D' ≠ 0`; it states both the formula and its positivity.

In `vertical_transition_energy` the charges `qi` and `qf` are arbitrary real numbers, and `d` is the field per unit charge. Despite its name, the quantity is the energy of the final state at the frozen geometry, not the difference between the two states. To get the dielectric part of the transition energy, subtract the initial energy $q_i^2|d|^2/(2e_0)$. The theorem `electronic_screening_exact_iff` is the equivalence for the electronic estimate, under the assumption `d ≠ 0`.

The energy function and both permittivities are assumed, not derived from a microscopic Hamiltonian. Scalar permittivities mean a homogeneous, isotropic medium, and the quadratic energy excludes anharmonic ions and nonlinear electronic response. The single profile `d` means that the shape of the defect's charge does not change during the transition. Apart from the harmonic energy of the ions, short-range bonding energies do not appear, and neither do band energies.

Within this linear, one-profile model, the result bears on finite-size corrections for vertical charge transition levels in supercells: the energy of the final state depends on both charges, and so does its finite-size error, so in general no correction that knows only the final charge can remove that error.

## How the Lean proof follows the algebra

The lemma `norm_sq_smul` says that $|cD|^2=c^2|D|^2$. It is what lets charges and prefactors be pulled out of norms later.

The central lemma is `energy_eq_complete_square`. Its proof expands $|D-y|^2$ and $|y-y_D|^2$ with `norm_sub_sq_real`, takes the factor $1-e_1/e_0$ out of the inner product, and uses symmetry to write both inner products as the same $\langle D,y\rangle$. What remains is an identity between rational expressions in real numbers. The tactic `field` proves it, using the facts that $e_0$, $e_1$ and $e_0-e_1$ are nonzero. This replaces the collection of terms and the calculation of $K$ by hand; the coefficient in the Lean statement is $K/2$.

Two short results read off the minimum. In `energy_relaxed` the deviation from the relaxed polarisation is zero, so only the statically screened energy is left. In `energy_relaxed_lt` the deviation is nonzero, so its norm is positive. The tactic `positivity` then shows that the quadratic cost is positive, and `linarith` turns this into the strict inequality.

The proof of `frozen_polarisation_energy` takes its first part from `energy_relaxed_lt`. For the second part, `hdiff` expresses the squared mismatch of the polarisations through $|D-D'|^2$, and `hk` is the identity for $K(1-e_1/e_0)^2$, divided by two. After the completed square and `hdiff` have been inserted, `linear_combination` multiplies `hk` by $|D-D'|^2$ and obtains the frozen-ion formula.

The case of zero field follows by substitution, and its positivity from $1/e_0<1/e_1$. The defect formula also follows by substitution, once $q_fd-q_id$ is written as $(q_f-q_i)d$.

For the equivalence, `key` is the factorised error of the electronic estimate. The prefactor $\tfrac12(1/e_1-1/e_0)|d|^2$ is nonzero by `hc`, so the error vanishes exactly when $q_i(q_i-2q_f)=0$. A product of real numbers is zero only if one of its factors is, and this gives the two cases.

## The relaxation energy is the same in both directions

The same completed square gives the energy released when the ions relax after the jump. Subtracting the relaxed energy at $D$ from the frozen one leaves

$$G(D,y_{D'})-G(D,y_D)=\frac12\Bigl(\frac1{e_1}-\frac1{e_0}\Bigr)|D-D'|^2.$$

The right-hand side does not change when $D$ and $D'$ are exchanged. In this model, a defect that goes vertically from $q_i$ to $q_f$ therefore releases as much energy on relaxing as one that makes the reverse jump, namely $\tfrac12(1/e_1-1/e_0)(q_f-q_i)^2|d|^2$.
